# Consistency of the Bennett acceptance ratio on a finite state space with a convergent constant M

A Bennett acceptance ratio (BAR) estimate is a root of an equation whose coefficients come from sampling. Better sampling brings the equation closer to the exact one, but this alone does not bring the root closer to the exact root. The functions \(g_n(x)=x/(1+x^2)-1/n\) converge at every \(x\) to \(x/(1+x^2)\), whose only zero is \(0\). Yet for \(n\ge 3\) each \(g_n\) has a second zero, \((n+\sqrt{n^2-4})/2\), which runs off to infinity. If the BAR equation behaved like this, its root could stay far from the true free-energy difference however long the simulation ran.

On a finite state space it does not. If the sampled weights converge to the two Boltzmann laws and the constant \(M\) in the equation converges, every sequence of BAR roots converges to the true free-energy difference. For alchemical free-energy calculations, this is the consistency of the estimator in a model with finitely many configurations.

## Two ensembles and the equation between them

The states \(i\) form a finite set, `ι` in Lean.

```lean
import Mathlib

open Filter Topology

namespace BennettConsistency

noncomputable section

variable {ι : Type*} [Fintype ι]
```

A reduced energy \(u(i)\) is the energy divided by \(k_BT\), so it is dimensionless. Its partition sum is
\[ Z=\sum_i e^{-u(i)}. \]

```lean
/-- The partition sum of the reduced energy `u`. -/
def partitionSum (u : ι → ℝ) : ℝ := ∑ i, Real.exp (-u i)
```

The Boltzmann probability of state \(i\) is \(p(i)=e^{-u(i)}/Z\).

```lean
/-- The Boltzmann probability of state `i` for the reduced energy `u`. -/
def boltzmann (u : ι → ℝ) (i : ι) : ℝ := Real.exp (-u i) / partitionSum u
```

Two reduced energies \(u_0,u_1\) have partition sums \(Z_0,Z_1\) and laws \(p_0,p_1\). The quantity sought is
\[ \Delta F=-\ln(Z_1/Z_0), \]
also in units of \(k_BT\).

```lean
/-- The reduced free-energy difference `-ln (Z₁ / Z₀)` on a nonempty state space. -/
def freeEnergyDiff (u0 u1 : ι → ℝ) : ℝ :=
  -Real.log (partitionSum u1 / partitionSum u0)
```

The Fermi function is \(f(y)=1/(1+e^y)\). Here it weights configurations; no fermions are involved.

```lean
/-- The Fermi function. -/
def fermi (y : ℝ) : ℝ := 1 / (1 + Real.exp y)
```

Write \(w_i=u_1(i)-u_0(i)\), and let \(q_0(i),q_1(i)\) be the weights of state \(i\) in the two samples, normally the observed frequencies. A trial value \(x\) solves the BAR equation when
\[ e^{M}\sum_i q_0(i)\,f(M+w_i-x)=\sum_i q_1(i)\,f(-M-w_i+x). \]
In the usual choice \(M=\ln(n_0/n_1)\), where \(n_0,n_1\) are the sample sizes. The factor \(e^M\) appears because the frequencies are normalised separately in each sample.

```lean
/-- The Bennett acceptance ratio equation for the trial value `x`, with energy differences `w`
and weights `q0`, `q1` of the states in the two ensembles. -/
def IsBARRoot (M : ℝ) (w q0 q1 : ι → ℝ) (x : ℝ) : Prop :=
  Real.exp M * ∑ i, q0 i * fermi (M + w i - x) = ∑ i, q1 i * fermi (-M - w i + x)
```

The left side minus the right side is the gap \(G(x)\), and a root is a zero of \(G\).

```lean
/-- The left side minus the right side of the Bennett equation at the trial value `x`. -/
def barGap (M : ℝ) (w q0 q1 : ι → ℝ) (x : ℝ) : ℝ :=
  Real.exp M * ∑ i, q0 i * fermi (M + w i - x) - ∑ i, q1 i * fermi (-M - w i + x)
```

## The exact weights give the exact answer

A sum of exponentials over at least one state is positive, so the quotients and the logarithm above are meaningful.

```lean
/-- The partition sum of a nonempty state space is positive. -/
theorem partitionSum_pos [Nonempty ι] (u : ι → ℝ) : 0 < partitionSum u :=
  Finset.sum_pos (fun _ _ => Real.exp_pos _) Finset.univ_nonempty
```

Reversing the argument of the Fermi function gives
\[ f(-y)=\frac{1}{1+e^{-y}}=\frac{e^y}{e^y+1}=e^y f(y). \]
Lean cross-multiplies and uses \(e^ye^{-y}=1\).

```lean
/-- Reversing the argument of the Fermi function multiplies it by an exponential factor. -/
theorem fermi_neg (y : ℝ) : fermi (-y) = Real.exp y * fermi y := by
  have h : Real.exp y * Real.exp (-y) = 1 := by
    rw [← Real.exp_add, add_neg_cancel, Real.exp_zero]
  unfold fermi
  rw [mul_one_div, div_eq_div_iff (add_pos one_pos (Real.exp_pos _)).ne'
    (add_pos one_pos (Real.exp_pos _)).ne']
  linear_combination -h
```

If \(a<b\), then \(1+e^a<1+e^b\), and taking reciprocals of these positive numbers gives \(f(b)<f(a)\).

```lean
/-- The Fermi function is strictly decreasing. -/
theorem fermi_strictAnti : StrictAnti fermi := by
  intro a b h
  unfold fermi
  have h' := Real.exp_lt_exp.mpr h
  exact one_div_lt_one_div_of_lt (add_pos one_pos (Real.exp_pos a)) (by linarith)
```

The denominator \(1+e^y\) is continuous and never zero, so \(f\) is continuous.

```lean
/-- The Fermi function is continuous. -/
theorem fermi_continuous : Continuous fermi :=
  continuous_const.div (continuous_const.add Real.continuous_exp)
    (fun y => (add_pos one_pos (Real.exp_pos y)).ne')
```

Since \(e^{\Delta F}=Z_0/Z_1\), the two probabilities of a state are related by
\[ p_1(i)=\frac{e^{-u_1(i)}}{Z_1}=\frac{e^{-u_0(i)}}{Z_0}\cdot\frac{Z_0}{Z_1}\,e^{-w_i}=p_0(i)\,e^{\Delta F-w_i}. \]
In the code, `hF` is the formula for \(e^{\Delta F}\), and `hE` splits the exponential into its factors.

```lean
/-- The Boltzmann probability of a state for `u1` is its probability for `u0` times `exp (ΔF - w)`,
where `ΔF` is the free-energy difference and `w = u1 i - u0 i` the energy difference. -/
theorem boltzmann_ratio [Nonempty ι] (u0 u1 : ι → ℝ) (i : ι) :
    boltzmann u1 i = boltzmann u0 i * Real.exp (freeEnergyDiff u0 u1 - (u1 i - u0 i)) := by
  have h0 := (partitionSum_pos u0).ne'
  have h1 := (partitionSum_pos u1).ne'
  have hF : Real.exp (freeEnergyDiff u0 u1) = partitionSum u0 / partitionSum u1 := by
    unfold freeEnergyDiff
    rw [Real.exp_neg, Real.exp_log (div_pos (partitionSum_pos u1) (partitionSum_pos u0)),
      inv_div]
  have hE : Real.exp (freeEnergyDiff u0 u1 - (u1 i - u0 i)) =
      Real.exp (freeEnergyDiff u0 u1) * Real.exp (-u1 i) / Real.exp (-u0 i) := by
    rw [← Real.exp_add, ← Real.exp_sub]
    congr 1
    ring
  have he := (Real.exp_pos (-u0 i)).ne'
  rw [hE, hF]
  unfold boltzmann
  generalize Real.exp (-u0 i) = a at *
  generalize Real.exp (-u1 i) = b at *
  field_simp
```

Now put \(x=\Delta F\) and \(y_i=M+w_i-\Delta F\). The term of state \(i\) on the right of the BAR equation is
\[ p_1(i)f(-y_i)=p_0(i)\,e^{\Delta F-w_i}\,e^{y_i}f(y_i)=e^{M}p_0(i)f(y_i), \]
which is the term of state \(i\) on the left. The equation therefore holds state by state, for every real \(M\).

```lean
/-- With exact Boltzmann weights, the true free-energy difference solves the Bennett equation,
whatever the value of `M`. -/
theorem bar_root_exact [Nonempty ι] (M : ℝ) (u0 u1 : ι → ℝ) :
    IsBARRoot M (u1 - u0) (boltzmann u0) (boltzmann u1) (freeEnergyDiff u0 u1) := by
  simp only [IsBARRoot, Pi.sub_apply, Finset.mul_sum]
  -- the equation holds state by state
  refine Finset.sum_congr rfl fun i _ => ?_
  have hy : -M - (u1 i - u0 i) + freeEnergyDiff u0 u1 =
      -(M + (u1 i - u0 i) - freeEnergyDiff u0 u1) := by ring
  have he : Real.exp M = Real.exp (freeEnergyDiff u0 u1 - (u1 i - u0 i)) *
      Real.exp (M + (u1 i - u0 i) - freeEnergyDiff u0 u1) := by
    rw [← Real.exp_add]
    congr 1
    ring
  rw [hy, fermi_neg, boltzmann_ratio u0 u1 i, he]
  ring
```

## A gap that only increases

Let the weights be nonnegative with \(\sum_i q_0(i)>0\), and let \(x<y\) be two trial values. Then \(M+w_i-y<M+w_i-x\), so each \(f\) in the first sum grows when \(x\) is replaced by \(y\). At least one of them carries positive weight, so the first sum grows strictly. In the second sum the arguments increase, so that sum does not grow. Hence
\[ x<y\quad\Longrightarrow\quad G(x)<G(y). \]
These comparisons are `A` and `B` in the code, and `C` multiplies the first by \(e^M\). Some positive weight is needed: if all weights in both samples vanish, every \(x\) is a root.

```lean
/-- For nonnegative weights, the first set with positive total, the gap between the two sides
of the Bennett equation strictly increases with the trial value. -/
theorem barGap_strictMono (M : ℝ) (w : ι → ℝ) {q0 q1 : ι → ℝ} (h0 : ∀ i, 0 ≤ q0 i)
    (h1 : ∀ i, 0 ≤ q1 i) (hpos : 0 < ∑ i, q0 i) : StrictMono (barGap M w q0 q1) := by
  intro x y hxy
  obtain ⟨i, hi⟩ : ∃ i, 0 < q0 i := by
    by_contra! h
    exact absurd (Finset.sum_nonpos fun i _ => h i) (not_le_of_gt hpos)
  have A : ∑ j, q0 j * fermi (M + w j - x) < ∑ j, q0 j * fermi (M + w j - y) :=
    Finset.sum_lt_sum
      (fun j _ => mul_le_mul_of_nonneg_left (fermi_strictAnti.antitone (by linarith)) (h0 j))
      ⟨i, Finset.mem_univ i, mul_lt_mul_of_pos_left (fermi_strictAnti (by linarith)) hi⟩
  have B : ∑ j, q1 j * fermi (-M - w j + y) ≤ ∑ j, q1 j * fermi (-M - w j + x) :=
    Finset.sum_le_sum fun j _ =>
      mul_le_mul_of_nonneg_left (fermi_strictAnti.antitone (by linarith)) (h1 j)
  have C := mul_lt_mul_of_pos_left A (Real.exp_pos M)
  unfold barGap
  linarith
```

A strictly increasing function takes the value zero at most once, so two roots of the same equation coincide.

```lean
/-- For nonnegative weights, the first set with positive total, the Bennett equation has at most
one solution. -/
theorem bar_root_unique {M x y : ℝ} {w q0 q1 : ι → ℝ} (h0 : ∀ i, 0 ≤ q0 i)
    (h1 : ∀ i, 0 ≤ q1 i) (hpos : 0 < ∑ i, q0 i) (hx : IsBARRoot M w q0 q1 x)
    (hy : IsBARRoot M w q0 q1 y) : x = y := by
  have hx' : barGap M w q0 q1 x = 0 := sub_eq_zero.mpr hx
  have hy' : barGap M w q0 q1 y = 0 := sub_eq_zero.mpr hy
  exact (barGap_strictMono M w h0 h1 hpos).injective (hx'.trans hy'.symm)
```

## Roots follow their equations

Let \(q_{0,n}(i)\) and \(q_{1,n}(i)\) be nonnegative weights that converge, state by state, to \(r_0(i)\) and \(r_1(i)\), with \(\sum_i r_0(i)>0\), and let \(M_n\to m\). Let \(G_n\) be the gap at stage \(n\), with root \(x_n\), and let \(G\) be the limiting gap, with root \(a\). At each fixed trial value \(b\), continuity of \(f\) and finiteness of the sums give \(G_n(b)\to G(b)\).

The limiting weights are nonnegative too, so \(G\) is strictly increasing. Take \(b<a\). Then \(G(b)<G(a)=0\), so for all large \(n\)
\[ G_n(b)<0=G_n(x_n). \]
For large \(n\) the total \(\sum_i q_{0,n}(i)\) is positive too, so \(G_n\) is strictly increasing and \(b<x_n\). For \(b>a\) the signs are reversed and \(x_n<b\) for all large \(n\). Since \(b\) can be taken as close to \(a\) as desired on either side, \(x_n\to a\). No bound on the \(x_n\) is assumed beforehand, and monotonicity excludes the runaway zero of the opening example.

```lean
/-- If nonnegative weights and the constants `M n` converge, the first limiting weights having
positive total, then solutions of the Bennett equations converge to any solution `a` of the
limiting equation. -/
theorem bar_root_stable {w r0 r1 : ι → ℝ} {q0 q1 : ℕ → ι → ℝ} {M x : ℕ → ℝ} {m a : ℝ}
    (hq0 : ∀ n i, 0 ≤ q0 n i) (hq1 : ∀ n i, 0 ≤ q1 n i) (hM : Tendsto M atTop (𝓝 m))
    (h0 : ∀ i, Tendsto (fun n => q0 n i) atTop (𝓝 (r0 i)))
    (h1 : ∀ i, Tendsto (fun n => q1 n i) atTop (𝓝 (r1 i))) (hr : 0 < ∑ i, r0 i)
    (hx : ∀ n, IsBARRoot (M n) w (q0 n) (q1 n) (x n)) (ha : IsBARRoot m w r0 r1 a) :
    Tendsto x atTop (𝓝 a) := by
  have lim : ∀ y, Tendsto (fun n => barGap (M n) w (q0 n) (q1 n) y) atTop
      (𝓝 (barGap m w r0 r1 y)) := by
    intro y
    have E : Tendsto (fun n => Real.exp (M n)) atTop (𝓝 (Real.exp m)) :=
      (Real.continuous_exp.tendsto m).comp hM
    have A : ∀ i, Tendsto (fun n => fermi (M n + w i - y)) atTop (𝓝 (fermi (m + w i - y))) :=
      fun i => (fermi_continuous.tendsto _).comp ((hM.add_const (w i)).sub_const y)
    have B : ∀ i, Tendsto (fun n => fermi (-M n - w i + y)) atTop
        (𝓝 (fermi (-m - w i + y))) :=
      fun i => (fermi_continuous.tendsto _).comp ((hM.neg.sub_const (w i)).add_const y)
    exact (E.mul (tendsto_finsetSum _ fun i _ => (h0 i).mul (A i))).sub
      (tendsto_finsetSum _ fun i _ => (h1 i).mul (B i))
  have hs : Tendsto (fun n => ∑ i, q0 n i) atTop (𝓝 (∑ i, r0 i)) :=
    tendsto_finsetSum _ fun i _ => h0 i
  have hp := hs.eventually_const_lt hr
  have mono := barGap_strictMono m w (fun i => ge_of_tendsto' (h0 i) fun n => hq0 n i)
    (fun i => ge_of_tendsto' (h1 i) fun n => hq1 n i) hr
  have za : barGap m w r0 r1 a = 0 := sub_eq_zero.mpr ha
  have zx : ∀ n, barGap (M n) w (q0 n) (q1 n) (x n) = 0 := fun n => sub_eq_zero.mpr (hx n)
  -- the sign of the gap at a fixed trial value tells on which side the root lies
  refine tendsto_order.mpr ⟨fun b hb => ?_, fun b hb => ?_⟩
  · filter_upwards [(lim b).eventually_lt_const ((mono hb).trans_eq za), hp] with n hn hpn
    exact (barGap_strictMono (M n) w (hq0 n) (hq1 n) hpn).lt_iff_lt.mp
      (hn.trans_eq (zx n).symm)
  · filter_upwards [(lim b).eventually_const_lt (za.symm.trans_lt (mono hb)), hp] with n hn hpn
    exact (barGap_strictMono (M n) w (hq0 n) (hq1 n) hpn).lt_iff_lt.mp ((zx n).trans_lt hn)
```

In the code, `lim` is the convergence of the gaps at a fixed trial value and `hp` the eventual positivity of the total. `tendsto_order` turns convergence into the two one-sided claims, and each `filter_upwards` picks the stages at which both the sign and the positivity hold.

## Convergence to the free-energy difference

Take \(r_0=p_0\) and \(r_1=p_1\). The total of \(p_0\) is positive, and \(\Delta F\) is a root of the limiting equation, so
\[ x_n\to\Delta F. \]
In words: for a nonempty finite state space, if the nonnegative weights `q0 n i` and `q1 n i` tend to the Boltzmann probabilities for every `i`, if `M n` tends to some real `m`, and if each `x n` solves its BAR equation, then `x n` tends to `freeEnergyDiff u0 u1`. A fixed \(M\) is the constant sequence. With \(M_n=\ln(n_0/n_1)\), the hypothesis says that the ratio of sample sizes settles to a positive finite value.

```lean
/-- Consistency of the Bennett acceptance ratio on a nonempty finite state space: if nonnegative
sampled weights converge to the two Boltzmann laws and the constants `M n` converge, then the
Bennett estimates `x n` converge to the true reduced free-energy difference. -/
theorem bar_consistent [Nonempty ι] (u0 u1 : ι → ℝ) {q0 q1 : ℕ → ι → ℝ} {M x : ℕ → ℝ} {m : ℝ}
    (hq0 : ∀ n i, 0 ≤ q0 n i) (hq1 : ∀ n i, 0 ≤ q1 n i) (hM : Tendsto M atTop (𝓝 m))
    (h0 : ∀ i, Tendsto (fun n => q0 n i) atTop (𝓝 (boltzmann u0 i)))
    (h1 : ∀ i, Tendsto (fun n => q1 n i) atTop (𝓝 (boltzmann u1 i)))
    (hx : ∀ n, IsBARRoot (M n) (u1 - u0) (q0 n) (q1 n) (x n)) :
    Tendsto x atTop (𝓝 (freeEnergyDiff u0 u1)) :=
  bar_root_stable hq0 hq1 hM h0 h1
    (Finset.sum_pos (fun _ _ => div_pos (Real.exp_pos _) (partitionSum_pos u0))
      Finset.univ_nonempty)
    hx (bar_root_exact m u0 u1)

end

end BennettConsistency
```

```lean
#print axioms BennettConsistency.bar_root_unique
#print axioms BennettConsistency.bar_consistent
```

```
'BennettConsistency.bar_root_unique' depends on axioms: [propext, Classical.choice, Quot.sound]
'BennettConsistency.bar_consistent' depends on axioms: [propext, Classical.choice, Quot.sound]
```

Convergence of the weights is assumed. Whether a simulation delivers it, by visiting all states with the right long-run frequencies, has to be established separately. The theorem gives no rate of convergence or error bar, and it does not cover a continuous configuration space.

The roots \(x_n\) are also taken as given. For normalised frequencies they exist: \(G_n\) is continuous, tends to \(-1\) as \(x\to-\infty\) and to \(e^{M_n}\) as \(x\to+\infty\), and so crosses zero. This existence argument is added in prose and has no proof in the code.

## Two states with numbers

Let \(u_0=(0,0)\), \(u_1=(0,\ln 3)\) and \(M=0\). Then \(Z_0=2\), \(Z_1=4/3\), \(p_0=(1/2,1/2)\), \(p_1=(3/4,1/4)\) and \(\Delta F=\ln(3/2)\approx0.405\). At \(x=\Delta F\) both sides of the BAR equation equal \(3/10+1/6=7/15\).

Now keep \(q_0=p_0\), but let the second sample be off by \(\varepsilon\), so that \(q_1=(3/4-\varepsilon,\,1/4+\varepsilon)\). With \(X=e^x\), clearing denominators gives
\[ X^2+\left(\tfrac12-2\varepsilon\right)X-3=0. \]
For \(\varepsilon=0.25\) the positive root is \(X=\sqrt3\), so \(x\approx0.549\). For \(\varepsilon=0.05\) it gives \(x\approx0.434\), and for \(\varepsilon=0\) it gives \(X=3/2\), the exact answer.

## The same argument with another weight function

The argument uses three properties of \(f\): it is continuous, it is strictly decreasing, and \(f(-y)=e^yf(y)\). The function \(g(y)=e^{-y/2}\) has them as well. With \(g\) in place of \(f\), \(M\) drops out and the equation can be solved explicitly:
\[ e^{x}=\frac{\sum_i q_1(i)\,e^{w_i/2}}{\sum_i q_0(i)\,e^{-w_i/2}}. \]
The same steps then give convergence of this estimator to \(\Delta F\) on a finite state space.
